# A nodeless pseudofunction that rises at the core radius R and has norm at least R φ(R)² inside it must have a peak and a dip in the core

Q: To generate a norm-conserving pseudopotential, I first choose a core radius \(R\) for each angular-momentum channel. You want me to run a test at that step. What is it?

A: Let \(u(r)\) be \(r\) times the all-electron radial wavefunction, with its sign chosen so that \(u(R)>0\). Check whether
\[
u'(R)>0 \quad\text{and}\quad \int_0^R u^2\,dr \;\ge\; R\,u(R)^2 .
\]
If both hold, every nodeless, twice differentiable pseudofunction \(\varphi\) (also \(r\) times a radial wavefunction, so \(\varphi(0)=0\)) that matches \(u\) in value, slope and core norm has a maximum and, further out, a minimum inside \(R\). A different functional form for \(\varphi\) won't remove them; a different radius may.

Q: The first condition implies that \(R\) lies inside the outermost peak. Isn't that enough?

A: No, the norm condition is a separate requirement. It holds just outside the outermost node, where \(u(R)^2\) is small but the core norm is not. It fails for an orbital that rises steadily from the origin to \(R\).

Q: Derive the wiggle for me, without Lean.

A: The function \(\varphi\) has \(\varphi(0)=0\), is positive on \((0,R]\), and inherits \(\varphi'(R)>0\) and \(\int_0^R\varphi^2\,dr\ge R\varphi(R)^2\) from \(u\).

1. Suppose \(\varphi\le\varphi(R)\) throughout the core. Then \(\varphi^2\le\varphi(R)^2\), strictly so near the origin, and the integral is below \(R\varphi(R)^2\). This is a contradiction, so \(\varphi(x)>\varphi(R)\) for some \(x\).
2. Let \(a\) be a maximum point on \([0,R]\). Since \(\varphi(a)>\varphi(R)>0=\varphi(0)\), it is neither endpoint, and \(\varphi'(a)=0\).
3. As \(y\to R\) from below, \((\varphi(y)-\varphi(R))/(y-R)\to\varphi'(R)>0\). The denominator is negative, so some \(y\) in \((a,R)\) has \(\varphi(y)<\varphi(R)\). Let \(b\) be a minimum point on \([a,R]\). Then \(\varphi(b)<\varphi(R)<\varphi(a)\), so \(b\) is interior and \(\varphi'(b)=0\).
4. Suppose \(\varphi''(b)<0\). Then \(\varphi'<0\) just to the right of \(b\). For \(x\) in that range, the mean value theorem gives a \(\xi\) in \((b,x)\) with \(\varphi'(\xi)=(\varphi(x)-\varphi(b))/(x-b)\ge0\), a contradiction. Hence \(\varphi''(b)\ge0\).
5. Let \(E\) be the orbital energy and \(V\) the effective potential, centrifugal term included, that yields \(\varphi\) at that energy. In atomic units the radial equation \(-\tfrac12\varphi''+V\varphi=E\varphi\) gives \((V(b)-E)\,\varphi(b)=\tfrac12\varphi''(b)\ge0\), and \(\varphi(b)>0\), so \(V(b)\ge E\).

Q: Now the formal version. What does it take a pseudofunction to be?

A: Three real functions: `φ`, its slope `dφ` and its curvature `ddφ`.

```lean
import Mathlib

open Set Filter Topology

namespace PseudopotentialCoreRadius

/-- A radial function `φ` (that is, `r` times the radial wavefunction) on `[0, R]` with slope `dφ`
and curvature `ddφ`, vanishing at the origin and positive on `(0, R]`. -/
structure IsNodelessRadial (R : ℝ) (φ dφ ddφ : ℝ → ℝ) : Prop where
  slope : ∀ r ∈ Icc 0 R, HasDerivWithinAt φ (dφ r) (Icc 0 R) r
  curvature : ∀ r ∈ Icc 0 R, HasDerivWithinAt dφ (ddφ r) (Icc 0 R) r
  origin : φ 0 = 0
  pos : ∀ r ∈ Ioc 0 R, 0 < φ r
```

The derivatives are taken within \([0,R]\), so at \(R\) they are one-sided. That suits a function joined to \(u\) there, whose curvature may jump at the join. Continuity of the curvature is not required.

Q: Where does the norm enter?

A: In step 1, and only there.

```lean
/-- If a nodeless radial function carries at least the norm `R φ(R)²` inside `R > 0`, then
somewhere in the core it exceeds its value at `R`. -/
theorem exists_higher_of_norm {R : ℝ} {φ dφ ddφ : ℝ → ℝ} (hR : 0 < R)
    (h : IsNodelessRadial R φ dφ ddφ)
    (hN : R * φ R ^ 2 ≤ ∫ r in (0 : ℝ)..R, φ r ^ 2) :
    ∃ x ∈ Icc 0 R, φ R < φ x := by
  by_contra! hcon
  have hc : ContinuousOn φ (Icc 0 R) := fun r hr => (h.slope r hr).continuousWithinAt
  have hz : φ 0 ^ 2 < φ R ^ 2 := by
    rw [h.origin]
    nlinarith [pow_pos (h.pos R ⟨hR, le_rfl⟩) 2]
  -- the density stays below its edge value, strictly so at the origin
  have hlt : ∫ r in (0 : ℝ)..R, φ r ^ 2 < ∫ _r in (0 : ℝ)..R, φ R ^ 2 :=
    intervalIntegral.integral_lt_integral_of_continuousOn_of_le_of_exists_lt hR
      (hc.pow 2) continuousOn_const
      (fun x hx => pow_le_pow_left₀ (h.pos x hx).le (hcon x ⟨hx.1.le, hx.2⟩) 2)
      ⟨0, left_mem_Icc.2 hR.le, hz⟩
  rw [intervalIntegral.integral_const, sub_zero, smul_eq_mul] at hlt
  linarith
```

The proof assumes the opposite with `by_contra!`. The strict comparison of integrals uses the origin as the point where the density is strictly lower, and the integral of the constant is \(R\varphi(R)^2\).

Q: And the curvature? A second-derivative test often assumes more smoothness than I have.

A: This one needs the curvature only at the minimum itself.

```lean
/-- For `b < R`, a differentiable function that is stationary at `b` and nowhere lower on `(b, R)`
has non-negative curvature at `b`, if the curvature exists there. -/
theorem curvature_nonneg_at_min {φ dφ : ℝ → ℝ} {b R c : ℝ} (hbR : b < R)
    (hd : ∀ r ∈ Ico b R, HasDerivAt φ (dφ r) r) (hc : HasDerivAt dφ c b)
    (h0 : dφ b = 0) (hmin : ∀ r ∈ Ioo b R, φ b ≤ φ r) : 0 ≤ c := by
  by_contra hneg
  have hs : Tendsto (slope dφ b) (𝓝[>] b) (𝓝 c) :=
    (hasDerivWithinAt_iff_tendsto_slope' (by simp)).1 hc.hasDerivWithinAt
  have hev : {x | slope dφ b x < 0} ∈ 𝓝[>] b := hs.eventually_lt_const (not_le.1 hneg)
  obtain ⟨u, hu, hsub⟩ := mem_nhdsGT_iff_exists_Ioo_subset.1 hev
  obtain ⟨x, hbx, hxm⟩ := exists_between (lt_min (show b < u from hu) hbR)
  have hxu : x < u := hxm.trans_le (min_le_left _ _)
  have hxR : x < R := hxm.trans_le (min_le_right _ _)
  -- a mean slope to the right of the minimum cannot be negative
  obtain ⟨ξ, hξ, hmv⟩ := exists_hasDerivAt_eq_slope φ dφ hbx
    (fun r hr => (hd r ⟨hr.1, hr.2.trans_lt hxR⟩).continuousAt.continuousWithinAt)
    (fun r hr => hd r ⟨hr.1.le, hr.2.trans hxR⟩)
  have hpos : 0 ≤ dφ ξ := by
    rw [hmv]
    exact div_nonneg (sub_nonneg.2 (hmin x ⟨hbx, hxR⟩)) (sub_nonneg.2 hbx.le)
  have hsl : slope dφ b ξ < 0 := hsub ⟨hξ.1, hξ.2.trans hxu⟩
  rw [slope_def_field, h0, sub_zero] at hsl
  exact absurd hsl (not_lt_of_ge (div_nonneg hpos (sub_nonneg.2 hξ.1.le)))
```

It is step 4. A negative `c` makes the quotient `slope dφ b` negative just to the right of `b`, while `exists_hasDerivAt_eq_slope`, the mean value theorem, produces a point `ξ` where it is not.

Q: So the next theorem assembles the peak and the dip?

A: Yes, and it records their heights relative to \(\varphi(R)\).

```lean
/-- A nodeless radial function that rises at `R > 0` and has norm at least `R φ(R)²` inside `R`
has two stationary points in the core: one above `φ(R)` and, further out, one below `φ(R)` with
non-negative curvature. -/
theorem wiggle_of_norm {R : ℝ} {φ dφ ddφ : ℝ → ℝ} (hR : 0 < R)
    (h : IsNodelessRadial R φ dφ ddφ) (hs : 0 < dφ R)
    (hN : R * φ R ^ 2 ≤ ∫ r in (0 : ℝ)..R, φ r ^ 2) :
    ∃ a b, 0 < a ∧ a < b ∧ b < R ∧ dφ a = 0 ∧ dφ b = 0 ∧
      φ R < φ a ∧ φ b < φ R ∧ 0 ≤ ddφ b := by
  have hc : ContinuousOn φ (Icc 0 R) := fun r hr => (h.slope r hr).continuousWithinAt
  have hd : ∀ r ∈ Ioo 0 R, HasDerivAt φ (dφ r) r := fun r hr =>
    (h.slope r (Ioo_subset_Icc_self hr)).hasDerivAt (Icc_mem_nhds hr.1 hr.2)
  obtain ⟨x, hx, hxR⟩ := exists_higher_of_norm hR h hN
  -- the inner peak
  obtain ⟨a, ha, hmax⟩ := isCompact_Icc.exists_isMaxOn ⟨x, hx⟩ hc
  have hRa : φ R < φ a := hxR.trans_le (isMaxOn_iff.1 hmax x hx)
  have ha0 : 0 < a := by
    rcases ha.1.eq_or_lt with e | e
    · rw [← e, h.origin] at hRa
      linarith [h.pos R ⟨hR, le_rfl⟩]
    · exact e
  have haR : a < R := lt_of_le_of_ne ha.2 (fun e => by
    rw [e] at hRa
    exact lt_irrefl _ hRa)
  have hda : dφ a = 0 :=
    (hmax.isLocalMax (Icc_mem_nhds ha0 haR)).hasDerivAt_eq_zero (hd a ⟨ha0, haR⟩)
  -- just inside `R` the function lies below its edge value
  have hsub : Icc a R ⊆ Icc 0 R := Icc_subset_Icc_left ha.1
  have hsl : Tendsto (slope φ R) (𝓝[Ioo a R] R) (𝓝 (dφ R)) :=
    (hasDerivWithinAt_iff_tendsto_slope' (by simp)).1
      ((h.slope R ⟨hR.le, le_rfl⟩).mono (Ioo_subset_Icc_self.trans hsub))
  have := right_nhdsWithin_Ioo_neBot haR
  obtain ⟨y, hy, hyI⟩ := ((hsl.eventually_const_lt hs).and eventually_mem_nhdsWithin).exists
  rw [slope_def_field] at hy
  have hyR : φ y - φ R < 0 := by
    by_contra hcon
    exact absurd hy (not_lt_of_ge (div_nonpos_of_nonneg_of_nonpos (not_lt.1 hcon)
      (by linarith [hyI.2])))
  -- the dip between the peak and the core radius
  obtain ⟨b, hb, hmin⟩ := isCompact_Icc.exists_isMinOn
    ⟨a, left_mem_Icc.2 haR.le⟩ (hc.mono hsub)
  have hbφ : φ b < φ R := by
    linarith [isMinOn_iff.1 hmin y (Ioo_subset_Icc_self hyI)]
  have hab : a < b := lt_of_le_of_ne hb.1 (fun e => by
    rw [← e] at hbφ
    linarith)
  have hbR : b < R := lt_of_le_of_ne hb.2 (fun e => by
    rw [e] at hbφ
    exact lt_irrefl _ hbφ)
  have hb0 : 0 < b := ha0.trans hab
  have hdb : dφ b = 0 :=
    (hmin.isLocalMin (Icc_mem_nhds hab hbR)).hasDerivAt_eq_zero (hd b ⟨hb0, hbR⟩)
  refine ⟨a, b, ha0, hab, hbR, hda, hdb, hRa, hbφ, ?_⟩
  exact curvature_nonneg_at_min hbR (fun r hr => hd r ⟨hb0.trans_le hr.1, hr.2⟩)
    ((h.curvature b (hsub hb)).hasDerivAt (Icc_mem_nhds hb0 hbR)) hdb
    (fun r hr => isMinOn_iff.1 hmin r ⟨hab.le.trans hr.1.le, hr.2.le⟩)
```

The peak `a` comes from `exists_isMaxOn` on \([0,R]\), and the dip `b` from `exists_isMinOn` on \([a,R]\). Between the two, the limit of the difference quotient at `R` supplies the point `y` of step 3. Each interior extremum has zero slope, and the previous lemma gives the sign of `ddφ b`.

Q: So far there is no all-electron function and no potential. This is where I expect the physics to go missing.

A: Both enter here.

```lean
/-- Let a nodeless pseudofunction `φ` match the all-electron function `u` at the core radius
`R > 0` in value, positive slope and enclosed norm, the norm being at least `R u(R)²`. Then `φ` has
two stationary points in the core, and at the outer one the effective potential `V` that
yields `φ` at energy `E` (atomic units, centrifugal term included) is at least `E`. -/
theorem norm_conserving_wiggle {R E : ℝ} {u φ dφ ddφ V : ℝ → ℝ} (hR : 0 < R)
    (h : IsNodelessRadial R φ dφ ddφ)
    (hval : φ R = u R) (hslope : dφ R = deriv u R) (hrise : 0 < deriv u R)
    (hnorm : ∫ r in (0 : ℝ)..R, φ r ^ 2 = ∫ r in (0 : ℝ)..R, u r ^ 2)
    (hcore : R * u R ^ 2 ≤ ∫ r in (0 : ℝ)..R, u r ^ 2)
    (hV : ∀ r ∈ Ioo 0 R, -(1 / 2) * ddφ r + V r * φ r = E * φ r) :
    ∃ a b, 0 < a ∧ a < b ∧ b < R ∧ dφ a = 0 ∧ dφ b = 0 ∧ 0 ≤ ddφ b ∧ E ≤ V b := by
  obtain ⟨a, b, ha, hab, hbR, hda, hdb, -, -, hcurv⟩ :=
    wiggle_of_norm hR h (by rw [hslope]; exact hrise) (by rw [hval, hnorm]; exact hcore)
  refine ⟨a, b, ha, hab, hbR, hda, hdb, hcurv, ?_⟩
  -- divide the Schrödinger equation by the positive amplitude
  have hp : 0 < φ b := h.pos b ⟨ha.trans hab, hbR.le⟩
  have hm : E * φ b ≤ V b * φ b := by linarith [hV b ⟨ha.trans hab, hbR⟩]
  exact le_of_mul_le_mul_right hm hp
```

The hypotheses `hval`, `hslope` and `hnorm` are the matching conditions in value, slope and norm. `hrise` and `hcore` are your test at the core radius. `hV` is the radial Schrödinger equation in atomic units on the open interval \((0,R)\). The proof rewrites the conditions on `u` as conditions on `φ`, applies the previous theorem and carries out step 5.

Q: Nothing says that `u` solves an all-electron equation.

A: The argument uses only its value, slope and norm, so the theorem holds for any `u` with those data, including the orbital you computed.

Q: Does \(V(b)\ge E\) mean that my pseudopotential has a barrier?

A: Not necessarily. `V` is the effective potential, which for angular momentum \(l\) contains \(l(l+1)/(2r^2)\). For \(l>0\) that term may account for the whole excess. What follows is that \(b\) is not in a region where \(V<E\). The statement concerns one channel at one energy in a non-relativistic radial equation, and it doesn't say how smooth or how transferable the pseudopotential is.

Q: Show me numbers.

A: Take \(\varphi(r)=r^3-6r^2+10r=r\,[(r-3)^2+1]\) with \(R=3\) bohr. The second form shows that it is positive for \(r>0\). It illustrates the theorem and is not meant for use in a calculation: near the origin \(\varphi\approx10r\) and \(\varphi''\approx-12\), so for \(l=0\) the potential diverges as \(-0.6/r\), whereas pseudopotentials for plane-wave calculations are normally finite there.

- At the edge, \(\varphi(3)=3\) and \(\varphi'(3)=1\), so \(R\varphi(R)^2=27\).
- The core norm is \(\int_0^3\varphi^2\,dr=1611/35\approx46.03\), which exceeds 27. Scaled to unit core norm, the comparison is 1 against 0.587.
- The slope \(3r^2-12r+10\) vanishes at \(r=2\pm\sqrt{2/3}\), that is at \(a\approx1.184\) and \(b\approx2.816\).
- With unit core norm, \(\varphi\) is about 0.750 at the peak, 0.429 at the dip and 0.442 at the edge.
- At the dip, \(V-E=\varphi''/(2\varphi)\approx4.899/5.823\approx0.84\) hartree, whatever the scaling.

The file defines this cubic and its slope, and verifies that they meet the hypotheses.

```lean
/-- The cubic radial function `r³ - 6r² + 10r`. -/
def cubic (r : ℝ) : ℝ := r ^ 3 - 6 * r ^ 2 + 10 * r

/-- The slope `3r² - 12r + 10` of the cubic radial function. -/
def cubicSlope (r : ℝ) : ℝ := 3 * r ^ 2 - 12 * r + 10

/-- The cubic `r³ - 6r² + 10r` with core radius 3 is nodeless, rises at the core radius and
has norm at least `R φ(R)²` inside it. -/
theorem wiggle_of_norm_witness :
    IsNodelessRadial 3 cubic cubicSlope (fun r => 6 * r - 12) ∧ 0 < cubicSlope 3 ∧
      3 * cubic 3 ^ 2 ≤ ∫ r in (0 : ℝ)..3, cubic r ^ 2 := by
  have h1 : ∀ r, HasDerivAt cubic (cubicSlope r) r := fun r =>
    (((hasDerivAt_pow 3 r).fun_sub ((hasDerivAt_pow 2 r).const_mul 6)).fun_add
      ((hasDerivAt_id' r).const_mul 10)).congr_deriv (by
        simp only [cubicSlope, Nat.reduceSub, Nat.cast_ofNat]
        ring)
  have h2 : ∀ r, HasDerivAt cubicSlope (6 * r - 12) r := fun r =>
    ((((hasDerivAt_pow 2 r).const_mul 3).fun_sub
      ((hasDerivAt_id' r).const_mul 12)).add_const 10).congr_deriv (by
        simp only [Nat.reduceSub, Nat.cast_ofNat]
        ring)
  refine ⟨⟨fun r _ => (h1 r).hasDerivWithinAt, fun r _ => (h2 r).hasDerivWithinAt,
    by norm_num [cubic], fun r hr => ?_⟩, by norm_num [cubicSlope], ?_⟩
  · have e : cubic r = r * ((r - 3) ^ 2 + 1) := by
      unfold cubic
      ring
    rw [e]
    exact mul_pos hr.1 (by positivity)
  · -- an explicit antiderivative of the density
    have hF : ∀ r ∈ uIcc (0 : ℝ) 3, HasDerivAt (fun r : ℝ => 1 / 7 * r ^ 7 - 2 * r ^ 6
        + 56 / 5 * r ^ 5 - 30 * r ^ 4 + 100 / 3 * r ^ 3) (cubic r ^ 2) r := fun r _ =>
      ((((((hasDerivAt_pow 7 r).const_mul (1 / 7)).fun_sub
        ((hasDerivAt_pow 6 r).const_mul 2)).fun_add
        ((hasDerivAt_pow 5 r).const_mul (56 / 5))).fun_sub
        ((hasDerivAt_pow 4 r).const_mul 30)).fun_add
        ((hasDerivAt_pow 3 r).const_mul (100 / 3))).congr_deriv (by
          simp only [cubic, Nat.reduceSub, Nat.cast_ofNat]
          ring)
    have hcont : Continuous (fun r => cubic r ^ 2) := by
      unfold cubic
      fun_prop
    rw [intervalIntegral.integral_eq_sub_of_hasDerivAt hF (hcont.intervalIntegrable _ _)]
    norm_num [cubic]
```

The derivative rules give slope and curvature, the factorised form gives positivity, and an explicit antiderivative of \(\varphi^2\) gives the norm.

Q: Could a smaller norm, say \(0.9\,R\varphi(R)^2\), already force the wiggle?

A: No constant \(c\) with \(0\le c<1\) can replace 1. Take \(\varphi(r)=1-e^{-kr}\) with \(2/k=R(1-c)\). Like the cubic, this is a mathematical example, with \(V\approx-k/(2r)\) near the origin. It rises everywhere, and \(\varphi^2\ge1-2e^{-kr}\), so
\[
\int_0^R\varphi^2\,dr\;\ge\;R-\frac2k\left(1-e^{-kR}\right)=cR+R(1-c)e^{-kR}\;>\;cR\;\ge\;cR\,\varphi(R)^2 .
\]

```lean
/-- The norm threshold is optimal: for every `R > 0` and `0 ≤ c < 1` some nodeless radial function
with positive slope everywhere has norm above `c R φ(R)²` inside `R`. -/
theorem threshold_sharp {R c : ℝ} (hR : 0 < R) (hc0 : 0 ≤ c) (hc1 : c < 1) :
    ∃ φ dφ ddφ : ℝ → ℝ, IsNodelessRadial R φ dφ ddφ ∧ (∀ r, 0 < dφ r) ∧
      c * (R * φ R ^ 2) < ∫ r in (0 : ℝ)..R, φ r ^ 2 := by
  have hd : 0 < R * (1 - c) := mul_pos hR (sub_pos.2 hc1)
  obtain ⟨k, hk, hk2⟩ : ∃ k : ℝ, 0 < k ∧ 2 / k = R * (1 - c) := by
    generalize R * (1 - c) = d at hd ⊢
    exact ⟨2 / d, by positivity, by field_simp⟩
  have hE : ∀ r, HasDerivAt (fun r => Real.exp (-k * r)) (-k * Real.exp (-k * r)) r :=
    fun r => ((hasDerivAt_id' r).const_mul (-k)).exp.congr_deriv (by ring)
  have hlt : ∀ r, 0 < r → Real.exp (-k * r) < 1 := fun r hr =>
    Real.exp_lt_one_iff.2 (by nlinarith [mul_pos hk hr])
  -- a steep rise at the origin followed by a nearly flat plateau
  refine ⟨fun r => 1 - Real.exp (-k * r), fun r => k * Real.exp (-k * r),
    fun r => k * (-k * Real.exp (-k * r)),
    ⟨fun r _ => (((hE r).const_sub 1).congr_deriv (by ring)).hasDerivWithinAt,
      fun r _ => ((hE r).const_mul k).hasDerivWithinAt, by simp,
      fun r hr => sub_pos.2 (hlt r hr.1)⟩,
    fun r => mul_pos hk (Real.exp_pos _), ?_⟩
  have hF : ∀ r ∈ uIcc 0 R, HasDerivAt (fun r => r + 2 / k * Real.exp (-k * r))
      (1 - 2 * Real.exp (-k * r)) r := fun r _ =>
    ((hasDerivAt_id' r).fun_add ((hE r).const_mul (2 / k))).congr_deriv (by
      have hk0 := hk.ne'
      field_simp
      ring)
  have hcont : Continuous (fun r => 1 - 2 * Real.exp (-k * r)) := by fun_prop
  have hcont2 : Continuous (fun r => (1 - Real.exp (-k * r)) ^ 2) := by fun_prop
  have hI := intervalIntegral.integral_eq_sub_of_hasDerivAt hF (hcont.intervalIntegrable _ _)
  have hmono : ∫ r in (0 : ℝ)..R, (1 - 2 * Real.exp (-k * r)) ≤
      ∫ r in (0 : ℝ)..R, (1 - Real.exp (-k * r)) ^ 2 :=
    intervalIntegral.integral_mono_on hR.le (hcont.intervalIntegrable _ _)
      (hcont2.intervalIntegrable _ _) (fun r _ => by nlinarith [sq_nonneg (Real.exp (-k * r))])
  rw [hI, hk2, mul_zero, Real.exp_zero] at hmono
  have he := Real.exp_pos (-k * R)
  have hsq : (1 - Real.exp (-k * R)) ^ 2 ≤ 1 := by nlinarith [hlt R hR]
  have hup : c * R * (1 - Real.exp (-k * R)) ^ 2 ≤ c * R * 1 :=
    mul_le_mul_of_nonneg_left hsq (mul_nonneg hc0 hR.le)
  have hgain := mul_pos hd he
  show c * (R * (1 - Real.exp (-k * R)) ^ 2) < ∫ r in (0 : ℝ)..R, (1 - Real.exp (-k * r)) ^ 2
  linarith

end PseudopotentialCoreRadius
```

In the code, `hmono` is the first inequality, `hI` evaluates the simpler integral, and `hup` is the last bound.

Q: Then a radius that fails your norm condition is safe?

A: Not necessarily. The example shows that a norm below the threshold doesn't by itself force the wiggle, but the \(\varphi\) that you construct may still have one. A radius that meets both conditions certainly forces the wiggle; for one that fails the norm condition, you still have to construct \(\varphi\) and look.

```lean
#print axioms PseudopotentialCoreRadius.norm_conserving_wiggle
#print axioms PseudopotentialCoreRadius.threshold_sharp
```

```
'PseudopotentialCoreRadius.norm_conserving_wiggle' depends on axioms: [propext, Classical.choice, Quot.sound]
'PseudopotentialCoreRadius.threshold_sharp' depends on axioms: [propext, Classical.choice, Quot.sound]
```
